# The determinant of the open SSH chain is independent of the intercell hopping

## Sites, hoppings and zero modes

An open dimer chain has N cells, numbered n = 0, …, N − 1, and each cell holds one site A_n and one site B_n. All on-site energies are zero. The amplitude v_n joins B_n to A_n inside a cell, and w_n joins B_n to A_(n+1) in the next cell. Both may be complex. The last cell has no right neighbour, so w_(N−1) is never used.

The amplitudes from the B sites to the A sites form an N × N matrix Q, with row i for A_i and column j for B_j:

Q_ii = v_i, Q_(j+1),j = w_j, all other entries 0.

With the A sites listed first, the Hamiltonian is

H = [ 0 Q ; Q† 0 ],

where the semicolon separates block rows. The SSH chain is the uniform case v_n = v, w_n = w with v and w real. A zero mode is a nonzero vector ψ with Hψ = 0; it can be normalised afterwards.

## Derivation of the determinant and the zero-mode criterion

For the SSH chain the claim is

det H = (−1)^N v^(2N),

and, for N ≥ 1, that a zero mode exists if and only if v = 0.

In an open chain no bond leads from B_j to an A site of an earlier cell. Hence Q_ij = 0 for i < j, so Q is lower triangular and its determinant is the product of its diagonal entries:

det Q = ∏ v_n.

The intercell hoppings have dropped out. To pass from Q to H, multiply by the quarter-turn J = [ 0 −1 ; 1 0 ], whose entries are N × N blocks:

H J = [ Q 0 ; 0 −Q† ].

J is a product of three shears,

J = [ 1 −1 ; 0 1 ] [ 1 0 ; 1 1 ] [ 1 −1 ; 0 1 ],

each of determinant 1, so det J = 1. Therefore

det H = det Q · det(−Q†) = (−1)^N det Q · (det Q)* = (−1)^N ∏ |v_n|².

A square matrix annihilates a nonzero vector exactly when its determinant vanishes, so a zero mode exists if and only if some v_n is zero. Setting v_n = v real gives both claims. When v = 0 a zero mode is easy to see: A_0 has lost its only bond, and the state localised there is annihilated by H.

## Two cells with v = 2 and w = 3

Here Q = [ 2 0 ; 3 2 ], with det Q = 4, and the formula gives det H = (−1)² · 2⁴ = 16. The energies confirm it. Their squares are the eigenvalues of

Q Q† = [ 4 6 ; 6 13 ],

which has trace 17 and determinant 16, hence eigenvalues 1 and 16. The energies are ±1 and ±4, and their product is 16. None is zero, although w exceeds v.

The example shows how this criterion differs from the topological one. The edge states associated with |v| < |w| have energies that become exponentially small in a long chain, but at finite N they are not exactly zero unless v = 0. The theorems below concern exact zeros at finite N and say nothing about winding numbers or that limit.

In Hückel terms, take non-interacting electrons on a finite open chain with alternating bonds and equal site energies, made of complete two-site cells so that both end bonds are v. There is no exactly nonbonding orbital as long as v ≠ 0. A chain with an odd number of sites is not covered, and it always has such an orbital. The determinant also gives a quick but partial test of a program that builds this matrix: it cannot reveal a wrong value of w.

## The model in Lean

```lean
import Mathlib

open Matrix

namespace SSHChainDeterminant

noncomputable section
```

The hopping block is Q entry by entry. The type `Fin N` numbers the cells from 0, and the condition `i.val = j.val + 1` selects the bond from B_j to A_(j+1). There is no wrap-around term, which is what makes the chain open.

```lean
/-- Hopping amplitudes from the B sites to the A sites of an open dimer chain: `v n` joins
`B_n` to `A_n`, and `w n` joins `B_n` to `A_(n+1)` whenever that cell exists. -/
def hoppingBlock {N : ℕ} (v w : Fin N → ℂ) : Matrix (Fin N) (Fin N) ℂ :=
  Matrix.of fun i j => if i = j then v i else if i.val = j.val + 1 then w j else 0
```

The Hamiltonian is indexed by `Fin N ⊕ Fin N`, the A sites followed by the B sites. The symbol `ᴴ` denotes the conjugate transpose.

```lean
/-- Hamiltonian of an open dimer chain with zero on-site energy and cell-dependent complex
hoppings; the left summand labels A sites and the right summand B sites. -/
def dimerChain {N : ℕ} (v w : Fin N → ℂ) : Matrix (Fin N ⊕ Fin N) (Fin N ⊕ Fin N) ℂ :=
  Matrix.fromBlocks 0 (hoppingBlock v w) (hoppingBlock v w)ᴴ 0
```

The SSH chain takes real parameters and regards them as complex numbers. Hoppings enter with a plus sign; reversing the sign of v or w would not affect the results.

```lean
/-- Hamiltonian of the open SSH chain with `N` cells, real intracell hopping `v` and real
intercell hopping `w`. -/
def sshHamiltonian (N : ℕ) (v w : ℝ) : Matrix (Fin N ⊕ Fin N) (Fin N ⊕ Fin N) ℂ :=
  dimerChain (fun _ => (v : ℂ)) (fun _ => (w : ℂ))
```

The product `H *ᵥ ψ` is the matrix acting on a vector. The definition asks for a nonzero complex state, with no normalisation.

```lean
/-- A Hamiltonian has an exact zero mode if it annihilates some nonzero state. -/
def HasZeroMode {n : Type*} [Fintype n] (H : Matrix n n ℂ) : Prop :=
  ∃ ψ : n → ℂ, ψ ≠ 0 ∧ H *ᵥ ψ = 0
```

## From the hopping block to the full determinant

Hermiticity follows from the block form: taking the adjoint exchanges the two off-diagonal blocks and replaces each by its conjugate transpose.

```lean
/-- The Hamiltonian of the dimer chain is Hermitian. -/
theorem dimerChain_isHermitian {N : ℕ} (v w : Fin N → ℂ) :
    (dimerChain v w).IsHermitian := by
  simp [Matrix.IsHermitian, dimerChain, Matrix.fromBlocks_conjTranspose]
```

The next proof first establishes triangularity. For i < j, both conditions in the definition of Q fail, so the entry is zero. The determinant is then the product of the diagonal entries.

```lean
/-- The determinant of the hopping block of an open chain is the product of the intracell
hoppings. -/
theorem det_hoppingBlock {N : ℕ} (v w : Fin N → ℂ) :
    (hoppingBlock v w).det = ∏ n, v n := by
  -- with open ends, no bond leads from a B site to an A site of an earlier cell
  have htri : (hoppingBlock v w).BlockTriangular OrderDual.toDual := by
    intro i j hij
    have h : i < j := OrderDual.toDual_lt_toDual.mp hij
    have h1 : i ≠ j := ne_of_lt h
    have h2 : ¬ i.val = j.val + 1 := by
      have := Fin.lt_def.mp h
      omega
    simp [hoppingBlock, h1, h2]
  rw [Matrix.det_of_isLowerTriangular _ htri]
  simp [hoppingBlock]
```

The quarter-turn is written as the three shears above, and each factor is block triangular with identity blocks on its diagonal.

```lean
/-- The quarter-turn that exchanges two equally large sublattices, with one sign change, has
determinant one. -/
theorem det_quarterTurn (n : Type*) [Fintype n] [DecidableEq n] :
    (Matrix.fromBlocks 0 (-1) 1 0 : Matrix (n ⊕ n) (n ⊕ n) ℂ).det = 1 := by
  -- the quarter-turn is a product of three shears
  have h : (Matrix.fromBlocks 0 (-1) 1 0 : Matrix (n ⊕ n) (n ⊕ n) ℂ) =
      Matrix.fromBlocks 1 (-1) 0 1 * Matrix.fromBlocks 1 0 1 1 *
        Matrix.fromBlocks 1 (-1) 0 1 := by
    simp [Matrix.fromBlocks_multiply]
  rw [h, Matrix.det_mul, Matrix.det_mul, Matrix.det_fromBlocks_zero₂₁,
    Matrix.det_fromBlocks_zero₁₂]
  simp
```

The following lemma holds for any two hopping blocks Q and R of equal size, not only for R = Q†. Its proof is the identity for H J, with the sign (−1)^N coming from the determinant of −R.

```lean
/-- Determinant of a matrix that only connects two equally large sublattices with each other,
in terms of its two hopping blocks. -/
theorem det_bipartite {n : Type*} [Fintype n] [DecidableEq n] (Q R : Matrix n n ℂ) :
    (Matrix.fromBlocks 0 Q R 0).det = (-1) ^ Fintype.card n * (Q.det * R.det) := by
  -- the quarter-turn brings the matrix to block-diagonal form
  have h : Matrix.fromBlocks 0 Q R 0 * Matrix.fromBlocks 0 (-1) 1 0 =
      Matrix.fromBlocks Q 0 0 (-R) := by
    simp [Matrix.fromBlocks_multiply]
  have hdet := congrArg Matrix.det h
  rw [Matrix.det_mul, det_quarterTurn, mul_one, Matrix.det_fromBlocks_zero₂₁,
    Matrix.det_neg] at hdet
  rw [hdet]
  ring
```

For the chain, R = Q†, so det R is the complex conjugate of det Q. The auxiliary statement `hsq` is z z* = |z|², applied cell by cell after the two products have been merged.

```lean
/-- The determinant of an open dimer chain with arbitrary cell-dependent hoppings is
`(-1)^N` times the product of the squared moduli of the intracell hoppings. -/
theorem det_dimerChain {N : ℕ} (v w : Fin N → ℂ) :
    (dimerChain v w).det = (-1) ^ N * ∏ n, (‖v n‖ : ℂ) ^ 2 := by
  have hsq : ∀ z : ℂ, z * star z = (‖z‖ : ℂ) ^ 2 := by
    intro z
    have hz := Complex.mul_conj z
    rw [Complex.normSq_eq_norm_sq, Complex.ofReal_pow] at hz
    exact hz
  rw [dimerChain, det_bipartite, Matrix.det_conjTranspose, det_hoppingBlock,
    Fintype.card_fin, star_prod, ← Finset.prod_mul_distrib]
  simp only [hsq]
```

## Zero modes and the uniform chain

The zero-mode criterion for cell-dependent hoppings combines the determinant with the kernel theorem for square matrices. It needs no lower bound on N: an empty chain has determinant 1, no nonzero state and no bond that could vanish.

```lean
/-- An open dimer chain with arbitrary cell-dependent hoppings has an exact zero mode if and
only if at least one intracell hopping vanishes. -/
theorem dimerChain_hasZeroMode_iff {N : ℕ} (v w : Fin N → ℂ) :
    HasZeroMode (dimerChain v w) ↔ ∃ n, v n = 0 := by
  -- a nonzero kernel vector exists exactly when the determinant vanishes
  have h : HasZeroMode (dimerChain v w) ↔ (dimerChain v w).det = 0 :=
    Matrix.exists_mulVec_eq_zero_iff
  rw [h, det_dimerChain]
  simp [Finset.prod_eq_zero_iff]
```

For uniform real hopping, |v|² = v², and the product of N equal factors is v^(2N). The equation is between complex numbers because H is a complex matrix.

```lean
/-- The Hamiltonian of the open SSH chain with `N` cells has determinant `(-1)^N v^(2N)`,
whatever the intercell hopping `w`. -/
theorem det_sshHamiltonian (N : ℕ) (v w : ℝ) :
    (sshHamiltonian N v w).det = (-1) ^ N * (v : ℂ) ^ (2 * N) := by
  have h : (‖(v : ℂ)‖ : ℂ) ^ 2 = (v : ℂ) ^ 2 := by
    rw [Complex.norm_real, Real.norm_eq_abs, ← Complex.ofReal_pow, sq_abs,
      Complex.ofReal_pow]
  rw [sshHamiltonian, det_dimerChain]
  simp only [h, Finset.prod_const, Finset.card_univ, Fintype.card_fin, pow_mul]
```

The last theorem does need `1 ≤ N`. With v = 0, the proof must exhibit a cell whose intracell bond vanishes, and it takes cell 0. Conversely, any vanishing bond is v itself.

```lean
/-- The open SSH chain with at least one cell has an exact zero mode if and only if the
intracell hopping vanishes. -/
theorem sshHamiltonian_hasZeroMode_iff {N : ℕ} (hN : 1 ≤ N) (v w : ℝ) :
    HasZeroMode (sshHamiltonian N v w) ↔ v = 0 := by
  rw [sshHamiltonian, dimerChain_hasZeroMode_iff]
  constructor
  · rintro ⟨_, h⟩
    exact Complex.ofReal_eq_zero.mp h
  · intro h
    exact ⟨⟨0, hN⟩, Complex.ofReal_eq_zero.mpr h⟩

end

end SSHChainDeterminant
```

```lean
#print axioms SSHChainDeterminant.dimerChain_isHermitian
#print axioms SSHChainDeterminant.det_sshHamiltonian
#print axioms SSHChainDeterminant.sshHamiltonian_hasZeroMode_iff
```

```
'SSHChainDeterminant.dimerChain_isHermitian' depends on axioms: [propext, Classical.choice, Quot.sound]
'SSHChainDeterminant.det_sshHamiltonian' depends on axioms: [propext, Classical.choice, Quot.sound]
'SSHChainDeterminant.sshHamiltonian_hasZeroMode_iff' depends on axioms: [propext, Classical.choice, Quot.sound]
```
